# The quadratic form of the DIIS matrix of real error vectors is the squared norm of their mixture

In DIIS, error vectors are mixed with coefficients chosen to make the combined error small. The theorem `errorGram_quadratic` says that, for a finite family of real error vectors eᵢ with finitely many components and the matrix Bᵢⱼ = eᵢ · eⱼ, the quadratic form cᵀBc equals the dot product of ∑ᵢ cᵢeᵢ with itself. The coefficients are arbitrary real numbers: they need not sum to one, nor minimise anything. The proof expands both sides into double sums and tries to match them term by term, leaving each comparison to `ring`.

An attempt in Lean 4 with a fault in it:

```lean
import Mathlib

open Matrix

namespace ErrorGramQuadratic

noncomputable section

variable {m n : Type*} [Fintype m] [Fintype n] [DecidableEq n]

/-- The DIIS matrix of a family of real error vectors: its entries are their overlaps. -/
def errorGram {k : Type*} (e : k → m → ℝ) : Matrix k k ℝ :=
  Matrix.of fun i j => e i ⬝ᵥ e j

omit [DecidableEq n] in
/-- The quadratic form of the DIIS matrix is the squared norm of the mixed error vector. -/
theorem errorGram_quadratic (e : n → m → ℝ) (c : n → ℝ) :
    c ⬝ᵥ errorGram e *ᵥ c = (∑ i, c i • e i) ⬝ᵥ (∑ i, c i • e i) := by
  simp only [sum_dotProduct, dotProduct_sum, smul_dotProduct, dotProduct_smul, smul_eq_mul]
  change ∑ i, c i * ∑ j, (e i ⬝ᵥ e j) * c j = _
  simp only [Finset.mul_sum]
  refine Finset.sum_congr rfl fun i _ => Finset.sum_congr rfl fun j _ => ?_
  ring

end

end ErrorGramQuadratic
```

The error:

```
Try this:
  [apply] ring_nf
  
  The `ring` tactic failed to close the goal. Use `ring_nf` to obtain a normal form.
    
  Note that `ring` works primarily in *commutative* rings. If you have a noncommutative ring, abelian group or module, consider using `noncomm_ring`, `abel` or `module` instead.
Main.lean:18:68: error: unsolved goals
m : Type u_1
n : Type u_2
inst✝¹ : Fintype m
inst✝ : Fintype n
e : n → m → ℝ
c : n → ℝ
i : n
x✝¹ : i ∈ Finset.univ
j : n
x✝ : j ∈ Finset.univ
⊢ c i * e i ⬝ᵥ e j * c j = c i * c j * e j ⬝ᵥ e i
```

The repair, with which the file compiles:

```diff
@@ -21,5 +21,5 @@
   simp only [Finset.mul_sum]
   refine Finset.sum_congr rfl fun i _ => Finset.sum_congr rfl fun j _ => ?_
-  ring
+  linear_combination (c i * c j) * dotProduct_comm (e i) (e j)
 
 end
```

Cause. The error shows the goal left for one pair of indices: the left side contains `e i ⬝ᵥ e j`, the right side `e j ⬝ᵥ e i`. These are equal, but `ring` does not use the symmetry of the dot product. It treats the two expressions as unrelated quantities, and rearranging the factors around them cannot make the sides agree.

The "Try this" message reports that `ring` failed to close the goal and suggests `ring_nf`, which would not supply the missing fact either. Its remark about noncommutative rings does not apply, since the entries are real numbers.

The repair supplies the symmetry through `dotProduct_comm (e i) (e j)`, which states that the two dot products are equal. `linear_combination` multiplies this equation by `c i * c j`, the coefficient both sides share, and what remains is an identity that ring arithmetic can check.
